# Covariance of the ultrasoft eigenvalue equation under a global spin rotation, without spin-orbit coupling

## Pauli matrices, field vectors and the matrix R

Cartesian components are numbered 0, 1, 2, and \(U^\dagger\), written `Uᴴ` in Lean, is the conjugate transpose. In a Kronecker product the orbital or projector factor stands first and the spin factor second.

```lean
import Mathlib

open Matrix
open scoped Kronecker

namespace UltrasoftSpinRotation

noncomputable section
```

The Pauli matrices \(\sigma_0,\sigma_1,\sigma_2\) are the usual \(x\), \(y\) and \(z\) matrices.

```lean
/-- The three Pauli matrices. -/
def pauli : Fin 3 → Matrix (Fin 2) (Fin 2) ℂ :=
  ![!![0, 1; 1, 0], !![0, -Complex.I; Complex.I, 0], !![1, 0; 0, -1]]
```

A real vector \(B\) gives the Zeeman matrix \(B\cdot\sigma=\sum_k B_k\sigma_k\). Here \(B\) is an energy: the magnetic moment and the sign of the coupling are absorbed in it.

```lean
/-- The Zeeman matrix `B·σ` of a real field vector `B`. -/
def pauliDot (B : Fin 3 → ℝ) : Matrix (Fin 2) (Fin 2) ℂ :=
  ∑ k, (B k : ℂ) • pauli k
```

To a spin matrix \(U\) belongs the real matrix

\[
R_{ij}=\tfrac12\,\mathrm{Re}\,\mathrm{tr}(\sigma_i U\sigma_j U^\dagger).
\]

The order of the indices matters. Exchanging \(i\) and \(j\) gives \(R^T\), which turns the field the wrong way, and a check of orthogonality and determinant would not reveal it. The matrix \(U=\mathrm{diag}(e^{-i\theta/2},e^{i\theta/2})\) does: \(U\sigma_0U^\dagger=\cos\theta\,\sigma_0+\sin\theta\,\sigma_1\), so the first column of \(R\) must be \((\cos\theta,\sin\theta,0)\).

```lean
/-- The real 3 by 3 matrix `R i j = Re tr(σ_i U σ_j U†) / 2` belonging to a spin matrix `U`. -/
def spinRotation (U : Matrix (Fin 2) (Fin 2) ℂ) : Matrix (Fin 3) (Fin 3) ℝ :=
  Matrix.of fun i j => (pauli i * (U * pauli j * Uᴴ)).trace.re / 2
```

## Conjugation by U rotates the field

Written out,

\[
B\cdot\sigma=\begin{pmatrix}B_2 & B_0-iB_1\\ B_0+iB_1 & -B_2\end{pmatrix}.
\]

Lean compares the four entries one by one.

```lean
/-- The matrix `B·σ` written out in components. -/
theorem pauliDot_eq (B : Fin 3 → ℝ) :
    pauliDot B = !![(B 2 : ℂ), B 0 - B 1 * Complex.I; B 0 + B 1 * Complex.I, -(B 2 : ℂ)] := by
  ext i j
  fin_cases i <;> fin_cases j <;> simp [pauliDot, pauli, Fin.sum_univ_three]
  ring
```

Conversely, let \(M\) be Hermitian and traceless. Then \(M_{00}=-M_{11}\) is real and \(M_{10}=M_{01}^*\). The traces with the Pauli matrices are

\[
\mathrm{tr}(\sigma_0M)=2\,\mathrm{Re}\,M_{01},\quad
\mathrm{tr}(\sigma_1M)=-2\,\mathrm{Im}\,M_{01},\quad
\mathrm{tr}(\sigma_2M)=2M_{00}.
\]

Half of these are the components of a vector \(v\), and inserting \(v\) in the matrix above returns \(M=v\cdot\sigma\). In the proof, `a`, `b`, `c` and `d` are the Hermiticity conditions in real and imaginary parts, and `hv` evaluates the traces.

```lean
/-- A traceless Hermitian 2 by 2 matrix `M` is `v·σ` with `v_k = Re tr(σ_k M) / 2`. -/
theorem eq_pauliDot (M : Matrix (Fin 2) (Fin 2) ℂ) (hM : M.IsHermitian) (ht : M.trace = 0) :
    M = pauliDot fun k => (pauli k * M).trace.re / 2 := by
  have a : -(M 0 0).im = (M 0 0).im := congrArg Complex.im (hM.apply 0 0)
  have d : -(M 1 1).im = (M 1 1).im := congrArg Complex.im (hM.apply 1 1)
  have b : (M 1 0).re = (M 0 1).re := by
    simpa using congrArg Complex.re (hM.apply 0 1)
  have c : -(M 1 0).im = (M 0 1).im := congrArg Complex.im (hM.apply 0 1)
  have t := congrArg Complex.re ht
  simp only [Matrix.trace_fin_two, Complex.add_re, Complex.zero_re] at t
  have hv : (fun k => (pauli k * M).trace.re / 2)
      = ![(M 0 1).re, -(M 0 1).im, (M 0 0).re] := by
    ext k
    simp only [Matrix.trace_fin_two, Matrix.mul_apply, Fin.sum_univ_two]
    fin_cases k <;> simp [pauli] <;> linarith
  rw [hv, pauliDot_eq]
  ext i j
  fin_cases i <;> fin_cases j <;> apply Complex.ext <;> simp <;> linarith
```

Now let \(U\) be unitary. The matrix \(U(B\cdot\sigma)U^\dagger\) is Hermitian, because \(B\cdot\sigma\) is, and its trace is \(\mathrm{tr}(U^\dagger U\,B\cdot\sigma)=0\). It therefore equals \(v\cdot\sigma\) with

\[
v_i=\tfrac12\,\mathrm{Re}\,\mathrm{tr}\Big(\sigma_iU\sum_jB_j\sigma_jU^\dagger\Big)=\sum_jR_{ij}B_j ,
\]

that is, \(U(B\cdot\sigma)U^\dagger=(RB)\cdot\sigma\). The hypothesis `hU` asks only for a unitary matrix. SU(2) is included, and a phase factor in \(U\) cancels in \(R\). Lean's `hH` and `ht` are the Hermiticity and the trace, and the last lines expand the sum over \(j\).

```lean
/-- Conjugating `B·σ` with a unitary spin matrix `U` gives `(R B)·σ`, where `R` is the real
matrix `spinRotation U`. -/
theorem conj_pauliDot {U : Matrix (Fin 2) (Fin 2) ℂ} (hU : U ∈ Matrix.unitaryGroup (Fin 2) ℂ)
    (B : Fin 3 → ℝ) : U * pauliDot B * Uᴴ = pauliDot (spinRotation U *ᵥ B) := by
  have hU' : Uᴴ * U = 1 := Matrix.mem_unitaryGroup_iff'.mp hU
  have hB : (pauliDot B)ᴴ = pauliDot B := by
    rw [pauliDot_eq]
    ext i j
    fin_cases i <;> fin_cases j <;> simp [Matrix.conjTranspose_apply]
    ring
  have hH : (U * pauliDot B * Uᴴ).IsHermitian := by
    rw [Matrix.IsHermitian, Matrix.conjTranspose_mul, Matrix.conjTranspose_mul,
      Matrix.conjTranspose_conjTranspose, hB, Matrix.mul_assoc]
  have ht : (U * pauliDot B * Uᴴ).trace = 0 := by
    rw [Matrix.trace_mul_comm, ← Matrix.mul_assoc, hU', Matrix.one_mul]
    simp [pauliDot_eq, Matrix.trace_fin_two]
  -- the components of the rotated field are linear in `B`
  refine (eq_pauliDot _ hH ht).trans (congrArg pauliDot (funext fun k => ?_))
  simp only [pauliDot, spinRotation, Matrix.mulVec, dotProduct, Matrix.of_apply,
    Fin.sum_univ_three, Matrix.mul_add, Matrix.add_mul, Matrix.mul_smul, Matrix.smul_mul,
    Matrix.trace_add, Matrix.trace_smul, smul_eq_mul, Complex.add_re, Complex.re_ofReal_mul]
  ring
```

## R is a proper rotation

From \(\sigma_i\sigma_j=\delta_{ij}1+i\sum_k\epsilon_{ijk}\sigma_k\) it follows that

\[
(a\cdot\sigma)(b\cdot\sigma)=(a\cdot b)\,1+i\,(a\times b)\cdot\sigma .
\]

The second term has no trace, so \(\mathrm{tr}[(a\cdot\sigma)(b\cdot\sigma)]=2\,a\cdot b\). Lean obtains this by multiplying the explicit matrices.

```lean
/-- The trace of `(a·σ)(b·σ)` is twice the scalar product of `a` and `b`. -/
theorem trace_two (a b : Fin 3 → ℝ) :
    (pauliDot a * pauliDot b).trace = 2 * ((a ⬝ᵥ b : ℝ) : ℂ) := by
  rw [pauliDot_eq, pauliDot_eq]
  apply Complex.ext <;>
    simp [Matrix.trace_fin_two, dotProduct, Fin.sum_univ_three] <;> ring
```

Multiplying by a third factor and using the same rule,

\[
\mathrm{tr}[(a\cdot\sigma)(b\cdot\sigma)(c\cdot\sigma)]=2i\,(a\times b)\cdot c=2i\,a\cdot(b\times c).
\]

```lean
/-- The trace of `(a·σ)(b·σ)(c·σ)` is `2i` times the triple product `a·(b × c)`. -/
theorem trace_three (a b c : Fin 3 → ℝ) :
    (pauliDot a * pauliDot b * pauliDot c).trace
      = 2 * Complex.I * ((a ⬝ᵥ (b ⨯₃ c) : ℝ) : ℂ) := by
  rw [pauliDot_eq, pauliDot_eq, pauliDot_eq]
  apply Complex.ext <;>
    simp [Matrix.trace_fin_two, dotProduct, Fin.sum_univ_three, cross_apply] <;> ring
```

Since \(U^\dagger U=1\), the inner factors cancel in a product of conjugated matrices, and the trace is unchanged:

\[
2\,(Ra)\cdot(Rb)=\mathrm{tr}[U(a\cdot\sigma)(b\cdot\sigma)U^\dagger]=2\,a\cdot b .
\]

For the unit vectors \(e_i\), \(e_j\) this reads \((R^TR)_{ij}=(Re_i)\cdot(Re_j)=\delta_{ij}\). The threefold trace gives in the same way

\[
\det R=Re_0\cdot(Re_1\times Re_2)=e_0\cdot(e_1\times e_2)=1 .
\]

In the proof, `hc` is the cancellation, `ht` the invariance of the trace, `hcol` identifies \(Re_j\) with column \(j\), and `hdot` is the preserved scalar product.

```lean
/-- For unitary `U` the matrix `spinRotation U` is a proper rotation: it is orthogonal and has
determinant one. -/
theorem spinRotation_proper {U : Matrix (Fin 2) (Fin 2) ℂ}
    (hU : U ∈ Matrix.unitaryGroup (Fin 2) ℂ) :
    (spinRotation U)ᵀ * spinRotation U = 1 ∧ (spinRotation U).det = 1 := by
  have hU' : Uᴴ * U = 1 := Matrix.mem_unitaryGroup_iff'.mp hU
  have hc : ∀ A B : Matrix (Fin 2) (Fin 2) ℂ,
      U * A * Uᴴ * (U * B * Uᴴ) = U * (A * B) * Uᴴ := by
    intro A B
    calc U * A * Uᴴ * (U * B * Uᴴ) = U * A * (Uᴴ * U) * B * Uᴴ := by
          simp only [Matrix.mul_assoc]
      _ = U * (A * B) * Uᴴ := by rw [hU', Matrix.mul_one, Matrix.mul_assoc U A B]
  have ht : ∀ A : Matrix (Fin 2) (Fin 2) ℂ, (U * A * Uᴴ).trace = A.trace := by
    intro A
    rw [Matrix.trace_mul_comm, ← Matrix.mul_assoc, hU', Matrix.one_mul]
  have hcol : ∀ j, spinRotation U *ᵥ Pi.single j 1 = fun k => spinRotation U k j := by
    intro j
    ext k
    simp [Matrix.mulVec, dotProduct, Pi.single_apply]
  -- scalar products and triple products are traces, so conjugation preserves them
  have hdot : ∀ a b, (spinRotation U *ᵥ a) ⬝ᵥ (spinRotation U *ᵥ b) = a ⬝ᵥ b := by
    intro a b
    have h := trace_two (spinRotation U *ᵥ a) (spinRotation U *ᵥ b)
    rw [← conj_pauliDot hU a, ← conj_pauliDot hU b, hc, ht, trace_two] at h
    exact_mod_cast (mul_left_cancel₀ two_ne_zero h).symm
  constructor
  · ext i j
    calc ((spinRotation U)ᵀ * spinRotation U) i j
        = (spinRotation U *ᵥ Pi.single i 1) ⬝ᵥ (spinRotation U *ᵥ Pi.single j 1) := by
          simp only [hcol]
          rfl
      _ = (1 : Matrix (Fin 3) (Fin 3) ℝ) i j := by
          rw [hdot]
          fin_cases i <;> fin_cases j <;> simp [dotProduct, Fin.sum_univ_three]
  · have h := trace_three (spinRotation U *ᵥ Pi.single 0 1) (spinRotation U *ᵥ Pi.single 1 1)
      (spinRotation U *ᵥ Pi.single 2 1)
    rw [← conj_pauliDot hU (Pi.single 0 1), ← conj_pauliDot hU (Pi.single 1 1),
      ← conj_pauliDot hU (Pi.single 2 1), hc, hc, ht, trace_three] at h
    have h' := Complex.ofReal_injective
      (mul_left_cancel₀ (mul_ne_zero two_ne_zero Complex.I_ne_zero) h)
    simp only [hcol] at h'
    simp [cross_apply, dotProduct, Fin.sum_univ_three] at h'
    rw [Matrix.det_fin_three]
    linarith
```

## The ultrasoft matrices

Let `n` label the projectors, `g` the orbital basis and `ρ` the grid points \(r\), all finite sets. The screened coefficients are

\[
D[B]=D_0\otimes1+\sum_rQ(r)\otimes\big(V(r)1+B(r)\cdot\sigma\big),
\]

where \(V\) is the real scalar potential, \(Q(r)\) the matrix of augmentation functions with the quadrature weight included, and \(D_0\) the bare coefficients. The form \(D_0\otimes1\) excludes spin-orbit coupling, which would make the bare coefficients act on spin.

```lean
variable {n g ρ : Type*} [Fintype n] [DecidableEq n] [Fintype g] [DecidableEq g] [Fintype ρ]

/-- The matrix `A₀ ⊗ 1 + ∑_r A(r) ⊗ (V(r) + B(r)·σ)` on a finite grid of points `r`. With
`A₀ = D₀` and `A = Q` these are the screened ultrasoft coefficients `D[B]`. -/
def spinCoupled (A₀ : Matrix n n ℂ) (A : ρ → Matrix n n ℂ) (V : ρ → ℝ) (B : ρ → Fin 3 → ℝ) :
    Matrix (n × Fin 2) (n × Fin 2) ℂ :=
  A₀ ⊗ₖ (1 : Matrix (Fin 2) (Fin 2) ℂ) + ∑ r, A r ⊗ₖ ((V r : ℂ) • 1 + pauliDot (B r))
```

The Hamiltonian uses the same construction for its kinetic and local parts:

\[
H[B]=T\otimes1+\sum_rP(r)\otimes\big(V(r)1+B(r)\cdot\sigma\big)+(\beta\otimes1)\,D[B]\,(\beta^\dagger\otimes1).
\]

\(T\) is the kinetic matrix, \(P(r)\) represents the local density at \(r\) in the orbital basis, again with its weight, and the columns of \(\beta\) are the projectors.

```lean
/-- The ultrasoft Hamiltonian: kinetic matrix `T`, local potential and field with grid-point
matrices `P(r)`, and the nonlocal part `β D[B] β†` with projectors `β`. -/
def hamiltonian (T : Matrix g g ℂ) (P : ρ → Matrix g g ℂ) (β : Matrix g n ℂ)
    (D₀ : Matrix n n ℂ) (Q : ρ → Matrix n n ℂ) (V : ρ → ℝ) (B : ρ → Fin 3 → ℝ) :
    Matrix (g × Fin 2) (g × Fin 2) ℂ :=
  spinCoupled T P V B + (β ⊗ₖ (1 : Matrix (Fin 2) (Fin 2) ℂ)) * spinCoupled D₀ Q V B *
    (βᴴ ⊗ₖ (1 : Matrix (Fin 2) (Fin 2) ℂ))
```

In an orthonormal orbital basis the overlap is \(S=(1+\beta q\beta^\dagger)\otimes1\), with \(q\) the matrix of augmentation charges. Physically \(q\) is the integral of \(Q\), but the definition leaves it free. Nor are \(T\), \(P\), \(D_0\), \(Q\) and \(q\) required to be Hermitian, or \(S\) to be positive.

```lean
/-- The ultrasoft overlap matrix `(1 + β q β†) ⊗ 1` in an orthonormal orbital basis. -/
def overlap (β : Matrix g n ℂ) (q : Matrix n n ℂ) : Matrix (g × Fin 2) (g × Fin 2) ℂ :=
  (1 + β * q * βᴴ) ⊗ₖ (1 : Matrix (Fin 2) (Fin 2) ℂ)
```

## Covariance of D and H, invariance of q

The product rule for Kronecker products gives

\[
(1\otimes U)(X\otimes M)(1\otimes U^\dagger)=X\otimes UMU^\dagger .
\]

In \(D[B]\) the terms with \(M=1\) stay as they are because \(UU^\dagger=1\), and each \(B(r)\cdot\sigma\) becomes \((RB(r))\cdot\sigma\). Hence \((1\otimes U)D[B](1\otimes U^\dagger)=D[RB]\). The product rule is `hk`; `simp` then applies it term by term. The direction of the field turns by the same \(R\) at every point, while the points themselves stay in place.

```lean
/-- A unitary spin matrix `U` carries `D[B]` into `D[R B]`, the field being rotated by the same
`R` at every grid point. -/
theorem spinCoupled_covariant {U : Matrix (Fin 2) (Fin 2) ℂ}
    (hU : U ∈ Matrix.unitaryGroup (Fin 2) ℂ) (A₀ : Matrix n n ℂ) (A : ρ → Matrix n n ℂ)
    (V : ρ → ℝ) (B : ρ → Fin 3 → ℝ) :
    ((1 : Matrix n n ℂ) ⊗ₖ U) * spinCoupled A₀ A V B * ((1 : Matrix n n ℂ) ⊗ₖ Uᴴ)
      = spinCoupled A₀ A V fun r => spinRotation U *ᵥ B r := by
  have hUU : U * Uᴴ = 1 := Matrix.mem_unitaryGroup_iff.mp hU
  have hk : ∀ (X : Matrix n n ℂ) (M : Matrix (Fin 2) (Fin 2) ℂ),
      ((1 : Matrix n n ℂ) ⊗ₖ U) * (X ⊗ₖ M) * ((1 : Matrix n n ℂ) ⊗ₖ Uᴴ)
        = X ⊗ₖ (U * M * Uᴴ) := by
    intro X M
    rw [← Matrix.mul_kronecker_mul, ← Matrix.mul_kronecker_mul, Matrix.one_mul, Matrix.mul_one]
  simp only [spinCoupled, Matrix.mul_add, Matrix.add_mul, Matrix.mul_sum, Matrix.sum_mul, hk,
    Matrix.mul_smul, Matrix.smul_mul, Matrix.mul_one, hUU, conj_pauliDot hU]
```

With \(X=q\) and \(M=1\) the same rule shows that \(q\otimes1\) is invariant.

```lean
/-- A spin-independent matrix `q ⊗ 1`, such as that of the augmentation charges, is unchanged
by a unitary spin matrix. -/
theorem scalar_invariant {U : Matrix (Fin 2) (Fin 2) ℂ}
    (hU : U ∈ Matrix.unitaryGroup (Fin 2) ℂ) (q : Matrix n n ℂ) :
    ((1 : Matrix n n ℂ) ⊗ₖ U) * (q ⊗ₖ (1 : Matrix (Fin 2) (Fin 2) ℂ)) *
      ((1 : Matrix n n ℂ) ⊗ₖ Uᴴ) = q ⊗ₖ (1 : Matrix (Fin 2) (Fin 2) ℂ) := by
  have hUU : U * Uᴴ = 1 := Matrix.mem_unitaryGroup_iff.mp hU
  rw [← Matrix.mul_kronecker_mul, ← Matrix.mul_kronecker_mul, Matrix.one_mul, Matrix.mul_one,
    Matrix.mul_one, hUU]
```

The kinetic and local parts of \(H\) have the form just treated. For the nonlocal part, the spin rotation passes through the projectors,

\[
(1\otimes U)(\beta\otimes1)=\beta\otimes U=(\beta\otimes1)(1\otimes U),
\]

where the unit matrix has orbital size on the left and projector size on the right. With the adjoint relation, the rotation reaches \(D[B]\) from both sides and turns it into \(D[RB]\). These two relations are `h1` and `h2`.

```lean
/-- A unitary spin matrix carries the ultrasoft Hamiltonian in the field `B` into the one in the
rotated field `R B`. -/
theorem hamiltonian_covariant {U : Matrix (Fin 2) (Fin 2) ℂ}
    (hU : U ∈ Matrix.unitaryGroup (Fin 2) ℂ) (T : Matrix g g ℂ) (P : ρ → Matrix g g ℂ)
    (β : Matrix g n ℂ) (D₀ : Matrix n n ℂ) (Q : ρ → Matrix n n ℂ) (V : ρ → ℝ)
    (B : ρ → Fin 3 → ℝ) :
    ((1 : Matrix g g ℂ) ⊗ₖ U) * hamiltonian T P β D₀ Q V B * ((1 : Matrix g g ℂ) ⊗ₖ Uᴴ)
      = hamiltonian T P β D₀ Q V fun r => spinRotation U *ᵥ B r := by
  -- the projectors do not act on spin
  have h1 : ((1 : Matrix g g ℂ) ⊗ₖ U) * (β ⊗ₖ (1 : Matrix (Fin 2) (Fin 2) ℂ))
      = (β ⊗ₖ (1 : Matrix (Fin 2) (Fin 2) ℂ)) * ((1 : Matrix n n ℂ) ⊗ₖ U) := by
    rw [← Matrix.mul_kronecker_mul, ← Matrix.mul_kronecker_mul]
    simp only [Matrix.one_mul, Matrix.mul_one]
  have h2 : (βᴴ ⊗ₖ (1 : Matrix (Fin 2) (Fin 2) ℂ)) * ((1 : Matrix g g ℂ) ⊗ₖ Uᴴ)
      = ((1 : Matrix n n ℂ) ⊗ₖ Uᴴ) * (βᴴ ⊗ₖ (1 : Matrix (Fin 2) (Fin 2) ℂ)) := by
    rw [← Matrix.mul_kronecker_mul, ← Matrix.mul_kronecker_mul]
    simp only [Matrix.one_mul, Matrix.mul_one]
  unfold hamiltonian
  rw [Matrix.mul_add, Matrix.add_mul, spinCoupled_covariant hU, ← spinCoupled_covariant hU D₀]
  congr 1
  simp only [Matrix.mul_assoc]
  rw [h2, ← Matrix.mul_assoc ((1 : Matrix g g ℂ) ⊗ₖ U), h1]
  simp only [Matrix.mul_assoc]
```

## The eigenvalue equation in the rotated field

Put \(W=1\otimes U\), so that \(W^\dagger W=1\). Then

\[
H[RB]\,Wc=WH[B]W^\dagger Wc=WH[B]c,\qquad S\,Wc=WSc .
\]

The equation \(H[RB]Wc=\varepsilon SWc\) is thus \(W(H[B]c)=W(\varepsilon Sc)\), and multiplication by \(W^\dagger\) gives \(H[B]c=\varepsilon Sc\). The converse is multiplication by \(W\). In Lean, `move` carries \(W\) to the left and `inv` removes it. The number \(\varepsilon\) may be complex and \(c\) may be zero; a nonzero \(c\) gives a nonzero \(Wc\), since \(W\) is invertible.

For a noncollinear ultrasoft calculation without spin-orbit coupling, in a finite basis and with \(V\) and \(B\) prescribed, turning the vector \(B(r)\) at every grid point by the same rotation \(R\), obtained from some \(U\), while the grid points and the atoms stay in place, leaves the eigenvalues unchanged. How a self-consistent \(B\) responds to the rotated spinors depends on the exchange-correlation functional, which does not enter here.

```lean
/-- For unitary `U`, a spinor `c` solves the ultrasoft equation `H[B] c = ε S c` exactly when the
rotated spinor `(1 ⊗ U) c` solves it in the rotated field `R B` with the same `ε`. -/
theorem eigen_equation_iff {U : Matrix (Fin 2) (Fin 2) ℂ}
    (hU : U ∈ Matrix.unitaryGroup (Fin 2) ℂ) (T : Matrix g g ℂ) (P : ρ → Matrix g g ℂ)
    (β : Matrix g n ℂ) (D₀ q : Matrix n n ℂ) (Q : ρ → Matrix n n ℂ) (V : ρ → ℝ)
    (B : ρ → Fin 3 → ℝ) (ε : ℂ) (c : g × Fin 2 → ℂ) :
    hamiltonian T P β D₀ Q V B *ᵥ c = ε • (overlap β q *ᵥ c) ↔
      hamiltonian T P β D₀ Q V (fun r => spinRotation U *ᵥ B r) *ᵥ
          (((1 : Matrix g g ℂ) ⊗ₖ U) *ᵥ c)
        = ε • (overlap β q *ᵥ (((1 : Matrix g g ℂ) ⊗ₖ U) *ᵥ c)) := by
  have hU' : Uᴴ * U = 1 := Matrix.mem_unitaryGroup_iff'.mp hU
  have hW : ((1 : Matrix g g ℂ) ⊗ₖ Uᴴ) * ((1 : Matrix g g ℂ) ⊗ₖ U) = 1 := by
    rw [← Matrix.mul_kronecker_mul, hU', Matrix.one_mul, Matrix.one_kronecker_one]
  have move : ∀ X Y : Matrix (g × Fin 2) (g × Fin 2) ℂ,
      ((1 : Matrix g g ℂ) ⊗ₖ U) * X * ((1 : Matrix g g ℂ) ⊗ₖ Uᴴ) = Y →
      Y *ᵥ (((1 : Matrix g g ℂ) ⊗ₖ U) *ᵥ c) = ((1 : Matrix g g ℂ) ⊗ₖ U) *ᵥ (X *ᵥ c) := by
    intro X Y h
    rw [← h, Matrix.mulVec_mulVec, Matrix.mulVec_mulVec, Matrix.mul_assoc, hW, Matrix.mul_one]
  have inv : ∀ x : g × Fin 2 → ℂ,
      ((1 : Matrix g g ℂ) ⊗ₖ Uᴴ) *ᵥ (((1 : Matrix g g ℂ) ⊗ₖ U) *ᵥ x) = x := by
    intro x
    rw [Matrix.mulVec_mulVec, hW, Matrix.one_mulVec]
  rw [move _ _ (hamiltonian_covariant hU T P β D₀ Q V B),
    move (overlap β q) (overlap β q) (scalar_invariant hU _),
    ← Matrix.mulVec_smul ((1 : Matrix g g ℂ) ⊗ₖ U)]
  constructor
  · intro h
    rw [h]
  · intro h
    -- undo the spin rotation
    have h' := congrArg (fun x => ((1 : Matrix g g ℂ) ⊗ₖ Uᴴ) *ᵥ x) h
    simpa only [inv] using h'

end

end UltrasoftSpinRotation
```

```lean
#print axioms UltrasoftSpinRotation.spinRotation_proper
-- 'UltrasoftSpinRotation.spinRotation_proper' depends on axioms: [propext, Classical.choice, Quot.sound]
#print axioms UltrasoftSpinRotation.spinCoupled_covariant
-- 'UltrasoftSpinRotation.spinCoupled_covariant' depends on axioms: [propext, Classical.choice, Quot.sound]
#print axioms UltrasoftSpinRotation.eigen_equation_iff
-- 'UltrasoftSpinRotation.eigen_equation_iff' depends on axioms: [propext, Classical.choice, Quot.sound]
```
